# Richardson extrapolation with n + 1 noise scale factors is exact for polynomials of degree at most n

In zero-noise extrapolation by Richardson's method, an expectation value is measured at several amplified noise strengths and a weighted sum of the results estimates its value without noise. The theorem `estimate_exact` takes n + 1 distinct real scale factors c_j, with weights given by the product of c_m/(c_m − c_j) over all m ≠ j. It assumes that the expectation value is exactly a real polynomial P of degree at most n in the noise strength, with no sampling error. It states that the Richardson estimate then equals P(0), whatever the base noise strength x. The proof regards P(xX) as a polynomial in the scale factor X, bounds its degree by n, and applies the earlier lemma `sum_weight_eval`, which says that the weighted sum of such a polynomial's values at the scale factors is its value at zero.

Lean 4 with Mathlib refuses this proof:

```lean
import Mathlib

open Polynomial

namespace EstimateExact

noncomputable section

/-- The Richardson weight of the `j`-th noise scale factor, the product of `c m / (c m - c j)` over
all `m ≠ j`; it is meant for distinct scale factors. -/
def weight {n : ℕ} (c : Fin (n + 1) → ℝ) (j : Fin (n + 1)) : ℝ :=
  ∏ m ∈ Finset.univ.erase j, c m / (c m - c j)

/-- The zero-noise estimate: the weighted sum of the expectation values `E` measured at the
amplified noise strengths `c j * x`, for distinct scale factors `c j`. -/
def estimate {n : ℕ} (c : Fin (n + 1) → ℝ) (E : ℝ → ℝ) (x : ℝ) : ℝ :=
  ∑ j, weight c j * E (c j * x)

/-- Each Richardson weight is the Lagrange basis polynomial of its scale factor, evaluated
at zero noise. -/
theorem weight_eq_basis {n : ℕ} (c : Fin (n + 1) → ℝ) (j : Fin (n + 1)) :
    weight c j = (Lagrange.basis Finset.univ c j).eval 0 := by
  unfold weight Lagrange.basis
  rw [eval_prod]
  apply Finset.prod_congr rfl
  intro m _
  simp only [Lagrange.basisDivisor, eval_mul, eval_C, eval_sub, eval_X]
  rw [← neg_sub (c j) (c m), div_neg, div_eq_mul_inv]
  ring

/-- For distinct scale factors, the weighted sum of the values of a polynomial of degree at
most `n` at the scale factors is its value at zero. -/
theorem sum_weight_eval {n : ℕ} {c : Fin (n + 1) → ℝ} (hc : Function.Injective c)
    (P : ℝ[X]) (hP : P.natDegree ≤ n) :
    ∑ j, weight c j * P.eval (c j) = P.eval 0 := by
  have hd : P.degree < (Finset.univ : Finset (Fin (n + 1))).card := by
    rw [Finset.card_univ, Fintype.card_fin]
    exact (degree_le_of_natDegree_le hP).trans_lt (by exact_mod_cast Nat.lt_succ_self n)
  -- the polynomial is its own interpolant; read it off at zero
  have h := congrArg (eval 0) (Lagrange.eq_interpolate hc.injOn hd)
  rw [Lagrange.interpolate_apply, eval_finsetSum] at h
  rw [h]
  apply Finset.sum_congr rfl
  intro j _
  rw [weight_eq_basis, eval_mul, eval_C, mul_comm]

/-- For distinct scale factors, if the expectation value is a polynomial of degree at most `n` in
the noise strength, then Richardson extrapolation recovers the zero-noise value without error. -/
theorem estimate_exact {n : ℕ} {c : Fin (n + 1) → ℝ} (hc : Function.Injective c)
    (P : ℝ[X]) (hP : P.natDegree ≤ n) (x : ℝ) :
    estimate c (fun t => P.eval t) x = P.eval 0 := by
  have hQ : (P.comp (C x * X)).natDegree ≤ n :=
    calc (P.comp (C x * X)).natDegree
        ≤ P.natDegree * (C x * X).natDegree := natDegree_comp_le
      _ ≤ P.natDegree * 1 := Nat.mul_le_mul_left _ (natDegree_C_mul_X_le x)
      _ ≤ n := by omega
  have h := sum_weight_eval hc _ hQ
  simp only [eval_comp, eval_mul, eval_C, eval_X, mul_zero] at h
  unfold estimate
  simpa only [mul_comm x] using h

end

end EstimateExact
```

The compiler's answer:

```
Main.lean:55:52: error(lean.unknownIdentifier): Unknown identifier `natDegree_C_mul_X_le`
```

What went wrong. The one error is a name that Lean cannot find. The degree bound for P(xX) needs the fact that `C x * X` has degree at most 1, and the proof cites `natDegree_C_mul_X_le` for it. No declaration of that name is in scope, even with the `Polynomial` namespace open, so this step of the calculation has no proof.

The repair derives the same fact from two lemmas that do exist. `natDegree_C_mul_le x X` says that multiplying `X` by the constant `x` does not raise its degree, and `natDegree_X` says that `X` has degree 1. The `.le` turns that equality into an inequality, and `.trans` chains the two into the bound wanted. `Nat.mul_le_mul_left` then multiplies it by the degree of P, as before. The bound also holds at x = 0, where `C x * X` is the zero polynomial, so no condition on x is needed. The new line break is only layout.

After these edits no error is left:

```diff
@@ -53,5 +53,6 @@
     calc (P.comp (C x * X)).natDegree
         ≤ P.natDegree * (C x * X).natDegree := natDegree_comp_le
-      _ ≤ P.natDegree * 1 := Nat.mul_le_mul_left _ (natDegree_C_mul_X_le x)
+      _ ≤ P.natDegree * 1 := Nat.mul_le_mul_left _
+          ((natDegree_C_mul_le x X).trans natDegree_X.le)
       _ ≤ n := by omega
   have h := sum_weight_eval hc _ hQ
```
